# In a nonzero uniform magnetic field, every Landau level on the plane is infinitely degenerate

Let x, y, πx, πy be linear operators on a complex vector space V with

[x, πx] = [y, πy] = i, [x, πy] = [y, πx] = 0, [x, y] = 0, [πx, πy] = iB,

where B is real and nonzero. Then every nonzero eigenspace of H = (πx² + πy²)/2 is infinite-dimensional. The same holds for any Hamiltonian K that is a polynomial in πx and πy, in whatever order the factors stand.

Here x and y are the positions of one charged particle in the plane and πx, πy its kinetic momenta. Units have ħ = 1 and unit mass, and B is the charge times the component of the magnetic field perpendicular to the plane. For a single electron on the unbounded plane with no potential, any level that exists thus stays infinitely degenerate when the kinetic energy is anisotropic or non-parabolic, as long as it is polynomial in the momenta.

## Guiding centres and a trace

Define the guiding-centre coordinates

X = x + πy/B, Y = y − πx/B.

They commute with both kinetic momenta:

[X, πx] = i + [πy, πx]/B = i − i = 0
[X, πy] = [x, πy] = 0
[Y, πx] = [y, πx] = 0
[Y, πy] = i − [πx, πy]/B = i − i = 0

Hence they commute with every polynomial K in πx and πy. They do not commute with each other:

[X, Y] = [x, y] − [x, πx]/B − [y, πy]/B + [πx, πy]/B² = 0 − i/B − i/B + i/B = −i/B.

Let W be the eigenspace of K at E, and suppose W ≠ 0. If Kv = Ev, then K(Xv) = X(Kv) = E(Xv), so X maps W into itself, and so does Y. If W had finite dimension n ≥ 1, we could take the trace of [X, Y] = −i/B on W. The trace of a commutator of matrices is zero, while the right side has trace −in/B ≠ 0. This contradiction shows that W is infinite-dimensional.

## Non-commuting positions can remove the degeneracy

Drop only the hypothesis [x, y] = 0. Take B = 1 and V = ℂ[z], with a = d/dz and a⁺ = multiplication by z, so that [a, a⁺] = 1. Put

πx = (a + a⁺)/√2, πy = −i(a − a⁺)/√2, x = −πy, y = πx.

Then [πx, πy] = i, and the four relations between positions and momenta hold, but [x, y] = i. The Hamiltonian is H = a⁺a + 1/2, whose eigenspaces are the lines spanned by zⁿ, for n = 0, 1, 2, …. Both guiding centres are zero, and nothing is left to move a state within its level.

## The relations as hypotheses on endomorphisms

In Lean 4 with Mathlib:

```lean
import Mathlib

open Complex (I)
open MvPolynomial (X C pderiv)

namespace LandauDegeneracy

noncomputable section

variable {V : Type*} [AddCommGroup V] [Module ℂ V]
```

The space `V` carries no inner product, norm or completeness. Its operators are elements of `Module.End ℂ V`: they are defined on all of `V`, and their product is composition. Unbounded operators on a Hilbert space fit this description only on a common domain that they all preserve.

```lean
/-- Commutation relations of the positions `x, y` and kinetic momenta `πx, πy` of a charged particle
in the plane in a uniform field, where `B` is the charge times the field and `ħ` is one. -/
structure LandauAlgebra (B : ℝ) (x y πx πy : Module.End ℂ V) : Prop where
  x_y : x * y - y * x = 0
  x_πx : x * πx - πx * x = I • (1 : Module.End ℂ V)
  x_πy : x * πy - πy * x = 0
  y_πx : y * πx - πx * y = 0
  y_πy : y * πy - πy * y = I • (1 : Module.End ℂ V)
  πx_πy : πx * πy - πy * πx = (I * (B : ℂ)) • (1 : Module.End ℂ V)
```

`LandauAlgebra` collects the six commutation relations, with a number on the right written as a multiple of the identity. The field enters only through `πx_πy`, the statement that the two components of kinetic momentum fail to commute by an amount proportional to it. The structure itself permits B = 0; the theorems on degeneracy add `B ≠ 0`.

```lean
/-- The guiding-centre coordinate `X = x + πy / B`, for `B ≠ 0`. -/
def guidingX (B : ℝ) (x πy : Module.End ℂ V) : Module.End ℂ V := x + (B : ℂ)⁻¹ • πy

/-- The guiding-centre coordinate `Y = y - πx / B`, for `B ≠ 0`. -/
def guidingY (B : ℝ) (y πx : Module.End ℂ V) : Module.End ℂ V := y - (B : ℂ)⁻¹ • πx
```

These are X and Y as defined above. The Hamiltonian follows, with no potential, spin or interaction term.

```lean
/-- The Landau Hamiltonian `(πx² + πy²) / 2` of a particle of unit mass. -/
def landauH (πx πy : Module.End ℂ V) : Module.End ℂ V :=
  (1 / 2 : ℂ) • (πx * πx + πy * πy)
```

## The trace obstruction

```lean
/-- A nonzero subspace preserved by two operators whose commutator is a nonzero number is
infinite-dimensional. -/
theorem infinite_of_scalar_commutator (A D : Module.End ℂ V) (c : ℂ) (hc : c ≠ 0)
    (h : A * D - D * A = c • (1 : Module.End ℂ V)) (W : Submodule ℂ V) (hW : W ≠ ⊥)
    (hA : ∀ v ∈ W, A v ∈ W) (hD : ∀ v ∈ W, D v ∈ W) : ¬ FiniteDimensional ℂ W := by
  intro hfin
  have hnt : Nontrivial W := Submodule.nontrivial_iff_ne_bot.2 hW
  let a : Module.End ℂ W := LinearMap.restrict A hA
  let d : Module.End ℂ W := LinearMap.restrict D hD
  have hr : a * d - d * a = c • (1 : Module.End ℂ W) := by
    refine LinearMap.ext fun w => Subtype.ext ?_
    exact LinearMap.congr_fun h (w : V)
  -- the trace of a commutator vanishes, the trace of the identity is the dimension
  have ht := congrArg (LinearMap.trace ℂ W) hr
  rw [map_sub, LinearMap.trace_mul_comm, sub_self, map_smul, LinearMap.trace_one,
    smul_eq_mul] at ht
  have hpos : (Module.finrank ℂ W : ℂ) ≠ 0 := Nat.cast_ne_zero.2 Module.finrank_pos.ne'
  exact mul_ne_zero hc hpos ht.symm
```

The operators `A` and `D` are restricted to the invariant subspace `W`, where they become `a` and `d` and keep the same commutator. Applying `LinearMap.trace` gives 0 = c · dim W. Both factors on the right are nonzero, the dimension because `W ≠ ⊥` says that W contains a nonzero vector.

## Conservation of the guiding centres

```lean
/-- In a nonzero field both guiding-centre coordinates commute with every operator built
algebraically from the kinetic momenta. -/
theorem guidingCentre_conserved {B : ℝ} {x y πx πy : Module.End ℂ V}
    (h : LandauAlgebra B x y πx πy) (hB : B ≠ 0) {K : Module.End ℂ V}
    (hK : K ∈ Algebra.adjoin ℂ ({πx, πy} : Set (Module.End ℂ V))) :
    guidingX B x πy * K = K * guidingX B x πy ∧
      guidingY B y πx * K = K * guidingY B y πx := by
  have hBc : (B : ℂ) ≠ 0 := Complex.ofReal_ne_zero.2 hB
  have hb : (B : ℂ)⁻¹ * (I * (B : ℂ)) = I := by field_simp
  -- commuting with the two momenta is enough
  have key : ∀ G : Module.End ℂ V, G * πx - πx * G = 0 → G * πy - πy * G = 0 →
      G * K = K * G := by
    intro G h1 h2
    have hle : Algebra.adjoin ℂ ({πx, πy} : Set (Module.End ℂ V)) ≤
        Subalgebra.centralizer ℂ {G} := by
      refine Algebra.adjoin_le ?_
      intro T hT
      rw [SetLike.mem_coe, Subalgebra.mem_centralizer_iff]
      intro g hg
      rw [Set.mem_singleton_iff.1 hg]
      rcases hT with hT | hT
      · rw [hT]
        exact sub_eq_zero.1 h1
      · rw [Set.mem_singleton_iff.1 hT]
        exact sub_eq_zero.1 h2
    have hmem := hle hK
    rw [Subalgebra.mem_centralizer_iff] at hmem
    exact hmem G (Set.mem_singleton G)
  constructor
  · apply key
    · have e : guidingX B x πy * πx - πx * guidingX B x πy =
          (x * πx - πx * x) - (B : ℂ)⁻¹ • (πx * πy - πy * πx) := by
        simp only [guidingX, add_mul, mul_add, smul_mul_assoc, mul_smul_comm]
        module
      rw [e, h.x_πx, h.πx_πy, smul_smul, hb, sub_self]
    · have e : guidingX B x πy * πy - πy * guidingX B x πy = x * πy - πy * x := by
        simp only [guidingX, add_mul, mul_add, smul_mul_assoc, mul_smul_comm]
        module
      rw [e, h.x_πy]
  · apply key
    · have e : guidingY B y πx * πx - πx * guidingY B y πx = y * πx - πx * y := by
        simp only [guidingY, sub_mul, mul_sub, smul_mul_assoc, mul_smul_comm]
        module
      rw [e, h.y_πx]
    · have e : guidingY B y πx * πy - πy * guidingY B y πx =
          (y * πy - πy * y) - (B : ℂ)⁻¹ • (πx * πy - πy * πx) := by
        simp only [guidingY, sub_mul, mul_sub, smul_mul_assoc, mul_smul_comm]
        module
      rw [e, h.y_πy, h.πx_πy, smul_smul, hb, sub_self]
```

`Algebra.adjoin ℂ {πx, πy}` is the set of all polynomials in the two momenta, constants included. It leaves out non-polynomial functions such as a square root. The step `key` replaces induction over polynomials: the operators commuting with a given `G` form a subalgebra, so if it contains πx and πy, it contains all that they generate. The four remaining goals are the four commutators computed by hand. In each, `module` checks the expansion `e`, and the hypotheses then supply the values.

## From conservation to degeneracy

```lean
/-- In a nonzero field, every nonzero eigenspace of a Hamiltonian built algebraically from the
kinetic momenta is infinite-dimensional. -/
theorem kinetic_level_infinite {B : ℝ} {x y πx πy : Module.End ℂ V}
    (h : LandauAlgebra B x y πx πy) (hB : B ≠ 0) {K : Module.End ℂ V}
    (hK : K ∈ Algebra.adjoin ℂ ({πx, πy} : Set (Module.End ℂ V))) (E : ℂ)
    (hE : Module.End.eigenspace K E ≠ ⊥) :
    ¬ FiniteDimensional ℂ (Module.End.eigenspace K E) := by
  have hBc : (B : ℂ) ≠ 0 := Complex.ofReal_ne_zero.2 hB
  have hb : (B : ℂ)⁻¹ • ((I * (B : ℂ)) • (1 : Module.End ℂ V)) = I • 1 := by
    rw [smul_smul]
    congr 1
    field_simp
  -- the two guiding-centre coordinates do not commute with each other
  have hXY : guidingX B x πy * guidingY B y πx - guidingY B y πx * guidingX B x πy =
      (-(I * (B : ℂ)⁻¹)) • (1 : Module.End ℂ V) := by
    have e : guidingX B x πy * guidingY B y πx - guidingY B y πx * guidingX B x πy =
        (x * y - y * x) - (B : ℂ)⁻¹ • (x * πx - πx * x) - (B : ℂ)⁻¹ • (y * πy - πy * y)
          + (B : ℂ)⁻¹ • ((B : ℂ)⁻¹ • (πx * πy - πy * πx)) := by
      simp only [guidingX, guidingY, add_mul, mul_add, sub_mul, mul_sub, smul_mul_assoc,
        mul_smul_comm]
      module
    rw [e, h.x_y, h.x_πx, h.y_πy, h.πx_πy, hb]
    module
  -- an operator commuting with the Hamiltonian preserves its eigenspaces
  have inv : ∀ G : Module.End ℂ V, G * K = K * G →
      ∀ v ∈ Module.End.eigenspace K E, G v ∈ Module.End.eigenspace K E := by
    intro G hG v hv
    rw [Module.End.mem_eigenspace_iff] at hv ⊢
    have hGv : G (K v) = K (G v) := LinearMap.congr_fun hG v
    rw [← hGv, hv, map_smul]
  obtain ⟨hX, hY⟩ := guidingCentre_conserved h hB hK
  exact infinite_of_scalar_commutator _ _ _
    (neg_ne_zero.2 (mul_ne_zero Complex.I_ne_zero (inv_ne_zero hBc))) hXY _ hE
    (inv _ hX) (inv _ hY)
```

The condition `eigenspace K E ≠ ⊥` says that E is an eigenvalue. The theorem does not determine which E qualify, and E may be complex, since nothing makes `K` self-adjoint. In the proof, `hXY` is [X, Y] = −i/B, and `inv` is the argument that an operator commuting with K preserves its eigenspaces. The trace lemma then finishes.

```lean
/-- In a nonzero field every nonzero eigenspace of the Landau Hamiltonian is
infinite-dimensional. -/
theorem landau_level_infinite {B : ℝ} {x y πx πy : Module.End ℂ V}
    (h : LandauAlgebra B x y πx πy) (hB : B ≠ 0) (E : ℂ)
    (hE : Module.End.eigenspace (landauH πx πy) E ≠ ⊥) :
    ¬ FiniteDimensional ℂ (Module.End.eigenspace (landauH πx πy) E) := by
  refine kinetic_level_infinite h hB ?_ E hE
  have hx : πx ∈ Algebra.adjoin ℂ ({πx, πy} : Set (Module.End ℂ V)) :=
    Algebra.subset_adjoin (Set.mem_insert _ _)
  have hy : πy ∈ Algebra.adjoin ℂ ({πx, πy} : Set (Module.End ℂ V)) :=
    Algebra.subset_adjoin (Set.mem_insert_of_mem _ (Set.mem_singleton _))
  exact Subalgebra.smul_mem _ (add_mem (mul_mem hx hx) (mul_mem hy hy)) _
```

For the Landau Hamiltonian it remains only to see that (πx² + πy²)/2 lies in the generated algebra. The conclusion concerns dimension; it gives neither the spacing of the levels nor the number of states per unit area.

## Symmetric gauge on polynomial prefactors

A concrete model shows that the theorem applies to an eigenspace that really is nonzero. Write wavefunctions as p(x, y) exp(−B(x² + y²)/4), with p a polynomial, and let the operators act on p alone.

```lean
/-- Polynomials `p(x, y)`, read as prefactors in wavefunctions `p exp(-B (x² + y²) / 4)`. -/
abbrev Prefactor := MvPolynomial (Fin 2) ℂ
```

From here on, `X 0` and `X 1` in the code are the polynomial variables x and y, not guiding centres, and `C` turns a number into a constant polynomial.

```lean
/-- Multiplication of the prefactor by the `j`-th Cartesian coordinate. -/
def planePos (j : Fin 2) : Module.End ℂ Prefactor := LinearMap.mulLeft ℂ (X j)
```

In symmetric gauge the momenta are −i∂/∂x + By/2 and −i∂/∂y − Bx/2. Differentiating the Gaussian adds iBx/2 to the first and iBy/2 to the second, so on prefactors

πx p = (B/2)(ix + y)p − i ∂p/∂x
πy p = (B/2)(iy − x)p − i ∂p/∂y.

```lean
/-- The kinetic momentum `-i ∂/∂x + B y / 2` in symmetric gauge, acting on the prefactor. -/
def planePiX (B : ℝ) : Module.End ℂ Prefactor :=
  LinearMap.mulLeft ℂ (C ((B : ℂ) / 2) * (C I * X 0 + X 1)) -
    LinearMap.mulLeft ℂ (C I) * (pderiv 0 : Derivation ℂ Prefactor Prefactor).toLinearMap

/-- The kinetic momentum `-i ∂/∂y - B x / 2` in symmetric gauge, acting on the prefactor. -/
def planePiY (B : ℝ) : Module.End ℂ Prefactor :=
  LinearMap.mulLeft ℂ (C ((B : ℂ) / 2) * (C I * X 1 - X 0)) -
    LinearMap.mulLeft ℂ (C I) * (pderiv 1 : Derivation ℂ Prefactor Prefactor).toLinearMap
```

The next three lemmas state these actions as equations for use in calculation.

```lean
theorem planePos_apply (j : Fin 2) (p : Prefactor) : planePos j p = X j * p := rfl

theorem planePiX_apply (B : ℝ) (p : Prefactor) : planePiX B p =
    C ((B : ℂ) / 2) * (C I * X 0 + X 1) * p - C I * pderiv 0 p := rfl

theorem planePiY_apply (B : ℝ) (p : Prefactor) : planePiY B p =
    C ((B : ℂ) / 2) * (C I * X 1 - X 0) * p - C I * pderiv 1 p := rfl
```

The position–momentum relations follow from the product rule. For the last relation, the mixed second derivatives cancel and the multiplication terms leave

[πx, πy] = −i ∂/∂x[(B/2)(iy − x)] + i ∂/∂y[(B/2)(ix + y)] = iB/2 + iB/2 = iB.

```lean
/-- The symmetric-gauge operators on prefactors satisfy the commutation relations of a charged
particle in a uniform field, with `B` the charge times the field. -/
theorem landauAlgebra_witness (B : ℝ) :
    LandauAlgebra B (planePos 0) (planePos 1) (planePiX B) (planePiY B) := by
  have d01 : pderiv (0 : Fin 2) (X 1 : Prefactor) = 0 :=
    MvPolynomial.pderiv_X_of_ne (by decide)
  have d10 : pderiv (1 : Fin 2) (X 0 : Prefactor) = 0 :=
    MvPolynomial.pderiv_X_of_ne (by decide)
  -- partial derivatives commute, since they do so on the coordinates
  have hd : ⁅(pderiv 0 : Derivation ℂ Prefactor Prefactor),
      (pderiv 1 : Derivation ℂ Prefactor Prefactor)⁆ = 0 := by
    refine MvPolynomial.derivation_ext ?_
    rw [Fin.forall_fin_two]
    constructor <;> simp [Derivation.commutator_apply, d01, d10]
  have hcomm : ∀ p : Prefactor, pderiv 0 (pderiv 1 p) = pderiv 1 (pderiv 0 p) := by
    intro p
    have hp := congrArg (fun D : Derivation ℂ Prefactor Prefactor => D p) hd
    simp only [Derivation.commutator_apply, Derivation.zero_apply] at hp
    exact sub_eq_zero.1 hp
  have hB : (C (B : ℂ) : Prefactor) = 2 * C ((B : ℂ) / 2) := by
    rw [two_mul, ← MvPolynomial.C_add, add_halves]
  constructor <;> refine LinearMap.ext fun p => ?_ <;>
    simp only [LinearMap.sub_apply, Module.End.mul_apply, LinearMap.smul_apply,
      Module.End.one_apply, LinearMap.zero_apply, planePos_apply, planePiX_apply,
      planePiY_apply, MvPolynomial.smul_eq_C_mul, MvPolynomial.C_mul, map_sub, map_add,
      Derivation.leibniz, smul_eq_mul, MvPolynomial.pderiv_C, MvPolynomial.pderiv_X_self,
      d01, d10]
  · ring
  · ring
  · ring
  · ring
  · ring
  · linear_combination (C I * C I) * hcomm p - C I * p * hB
```

The proof first obtains equality of mixed partial derivatives, `hcomm`, by checking it on the coordinates. After the product rule has been applied, `ring` settles five relations; the sixth also needs `hcomm` and B = 2 · (B/2).

Now let the momenta act twice on p = 1:

πx² 1 = (B²/4)(ix + y)² + B/2
πy² 1 = (B²/4)(iy − x)² + B/2.

The two squares cancel, so H 1 = (B/2) · 1.

```lean
/-- The constant prefactor is an eigenvector of the Landau Hamiltonian with energy `B / 2`. -/
theorem plane_gaussian_energy (B : ℝ) :
    landauH (planePiX B) (planePiY B) 1 = ((B : ℂ) / 2) • (1 : Prefactor) := by
  have d01 : pderiv (0 : Fin 2) (X 1 : Prefactor) = 0 :=
    MvPolynomial.pderiv_X_of_ne (by decide)
  have d10 : pderiv (1 : Fin 2) (X 0 : Prefactor) = 0 :=
    MvPolynomial.pderiv_X_of_ne (by decide)
  have hI : (C I * C I : Prefactor) = -1 := by
    rw [← MvPolynomial.C_mul, Complex.I_mul_I, map_neg, map_one]
  have h2 : (C (1 / 2 : ℂ) * 2 : Prefactor) = 1 := by
    rw [mul_two, ← MvPolynomial.C_add, add_halves, map_one]
  simp only [landauH, LinearMap.smul_apply, LinearMap.add_apply, Module.End.mul_apply,
    planePiX_apply, planePiY_apply, MvPolynomial.smul_eq_C_mul, map_sub, map_add,
    Derivation.leibniz, Derivation.map_one_eq_zero, smul_eq_mul, MvPolynomial.pderiv_C,
    MvPolynomial.pderiv_X_self, d01, d10, map_zero, mul_zero]
  linear_combination
    C (1 / 2 : ℂ) * (C ((B : ℂ) / 2) ^ 2 * (X 0 ^ 2 + X 1 ^ 2) - 2 * C ((B : ℂ) / 2)) * hI
      + C ((B : ℂ) / 2) * h2
```

The final `linear_combination` performs this cancellation, using i² = −1 (`hI`) and (1/2) · 2 = 1 (`h2`).

```lean
/-- For the symmetric-gauge operators in a nonzero field, the eigenspace of energy `B / 2` is
infinite-dimensional. -/
theorem plane_level_infinite (B : ℝ) (hB : B ≠ 0) :
    ¬ FiniteDimensional ℂ
      (Module.End.eigenspace (landauH (planePiX B) (planePiY B)) ((B : ℂ) / 2)) := by
  refine landau_level_infinite (landauAlgebra_witness B) hB _ ?_
  intro hbot
  have h1 : (1 : Prefactor) ∈
      Module.End.eigenspace (landauH (planePiX B) (planePiY B)) ((B : ℂ) / 2) :=
    Module.End.mem_eigenspace_iff.2 (plane_gaussian_energy B)
  rw [hbot, Submodule.mem_bot] at h1
  exact one_ne_zero h1

end

end LandauDegeneracy
```

Since 1 is a nonzero vector in the eigenspace at B/2, the general theorem applies. For B > 0 this is the lowest Landau level, restricted to polynomials times a Gaussian. For B < 0 the statement is still true algebraically, but the exponential grows with distance and the functions are not normalisable states.

```lean
#print axioms LandauDegeneracy.landau_level_infinite
-- 'LandauDegeneracy.landau_level_infinite' depends on axioms: [propext, Classical.choice, Quot.sound]
#print axioms LandauDegeneracy.plane_level_infinite
-- 'LandauDegeneracy.plane_level_infinite' depends on axioms: [propext, Classical.choice, Quot.sound]
```
